# At fixed integrated squared amplitude, spirals minimise a one-dimensional gradient energy with a Lifshitz invariant

For positive stiffness, the gradient energy of a continuously differentiable complex order parameter on a finite interval is bounded below by a fixed multiple of its integrated squared amplitude. The bound is attained exactly by spirals of one wave number.

A Lifshitz invariant is a free-energy term that is linear in the gradient and antisymmetric under exchange of two components of the order parameter, here the real and imaginary parts of $\psi$. The symmetry of some crystals allows such a term. For $\psi=|\psi|e^{i\varphi}$ it is $\mathrm{Im}(\bar\psi\psi')=|\psi|^2\varphi'$, so it rewards a twist of the phase in one sense, while the stiffness resists any twist.

## Order parameter, energy and spiral

```lean
import Mathlib

open Set
open scoped ComplexConjugate

namespace LifshitzInvariant

noncomputable section
```

The sample is $[0,L]$ with $L>0$ and free ends. The order parameter is a function `ψ : ℝ → ℂ`, but only its values on the sample matter, because the gradient $\psi'$ is taken within the interval.

```lean
/-- The gradient of the order parameter on the sample `[0, L]`, one-sided at the ends. -/
def grad (L : ℝ) (ψ : ℝ → ℂ) (x : ℝ) : ℂ := derivWithin ψ (Icc 0 L) x
```

With stiffness $k$ and Lifshitz coefficient $s$, the energy is $E=\int_0^L\big(k|\psi'|^2+s\,\mathrm{Im}(\bar\psi\psi')\big)dx$.

```lean
/-- The gradient energy with stiffness `k` and a Lifshitz invariant of strength `s`. -/
def gradientEnergy (k s L : ℝ) (ψ : ℝ → ℂ) : ℝ :=
  ∫ x in (0 : ℝ)..L, (k * ‖grad L ψ x‖ ^ 2 + s * (conj (ψ x) * grad L ψ x).im)
```

The name `amplitude` stands for the integral $A=\int_0^L|\psi|^2dx$, not for $|\psi|$.

```lean
/-- The squared amplitude of the order parameter, integrated over the sample. -/
def amplitude (L : ℝ) (ψ : ℝ → ℂ) : ℝ := ∫ x in (0 : ℝ)..L, ‖ψ x‖ ^ 2
```

Write $q$ for `waveNumber`. The spiral below has phase gradient $-q$, so positive $s/k$ gives a phase that decreases with $x$.

```lean
/-- The wave number `s / (2k)`, for `k ≠ 0`. -/
def waveNumber (k s : ℝ) : ℝ := s / (2 * k)

/-- The spiral `C exp(-i s x / (2k))`, for `k ≠ 0`. -/
def spiral (k s : ℝ) (C : ℂ) (x : ℝ) : ℂ :=
  C * Complex.exp (-(Complex.I * (waveNumber k s : ℂ)) * (x : ℂ))
```

That a material's free energy has this quadratic, one-dimensional form is an assumption of the model.

## (a) Completing the square

For complex $z,w$ and $k\neq0$, show that
$$k|w|^2+s\,\mathrm{Im}(\bar zw)=k|w+iqz|^2-\frac{s^2}{4k}|z|^2.$$

Expanding gives $|w+iqz|^2=|w|^2+2q\,\mathrm{Im}(\bar zw)+q^2|z|^2$. Multiply by $k$ and use $2kq=s$ and $kq^2=s^2/(4k)$. Lean does the same in real and imaginary parts.

```lean
/-- Completing the square in the energy density, for an order parameter `z` with gradient `w`
and nonzero stiffness. -/
theorem complete_square {k : ℝ} (hk : k ≠ 0) (s : ℝ) (z w : ℂ) :
    k * ‖w‖ ^ 2 + s * (conj z * w).im =
      k * ‖w + Complex.I * (waveNumber k s : ℂ) * z‖ ^ 2 - s ^ 2 / (4 * k) * ‖z‖ ^ 2 := by
  have hq : s = 2 * k * waveNumber k s := by
    unfold waveNumber
    field_simp
  have hs : s ^ 2 / (4 * k) = k * waveNumber k s ^ 2 := by
    unfold waveNumber
    field_simp
    ring
  rw [hs]
  simp only [Complex.sq_norm, Complex.normSq_apply, Complex.add_re, Complex.add_im,
    Complex.mul_re, Complex.mul_im, Complex.conj_re, Complex.conj_im, Complex.I_re,
    Complex.I_im, Complex.ofReal_re, Complex.ofReal_im]
  linear_combination (z.re * w.im - z.im * w.re) * hq
```

## (b) Continuity of the mismatch

For $\psi\in C^1[0,L]$ and real $q$, show that $|\psi'+iq\psi|^2$ is continuous on $[0,L]$.

Call $\psi'+iq\psi$ the mismatch. Both $\psi$ and $\psi'$ are continuous up to the ends, and sums, products and norms preserve continuity. The hypothesis `ContDiffOn ℝ 1 ψ (Icc 0 L)` expresses $C^1$.

```lean
/-- For a C¹ order parameter on the sample `[0, L]`, with `L > 0`, and any real `q`, the function
`|ψ' + i q ψ|²` is continuous on the sample. -/
theorem continuousOn_mismatch {L : ℝ} (hL : 0 < L) (q : ℝ) {ψ : ℝ → ℂ}
    (hψ : ContDiffOn ℝ 1 ψ (Icc 0 L)) :
    ContinuousOn (fun x => ‖grad L ψ x + Complex.I * (q : ℂ) * ψ x‖ ^ 2) (Icc 0 L) := by
  have hg : ContinuousOn (grad L ψ) (Icc 0 L) :=
    hψ.continuousOn_derivWithin (uniqueDiffOn_Icc hL) le_rfl
  exact (hg.add (continuousOn_const.mul hψ.continuousOn)).norm.pow 2
```

## (c) The energy as an integrated square

For $k\neq0$, show that
$$E=k\int_0^L|\psi'+iq\psi|^2dx-\frac{s^2}{4k}A.$$

Put $z=\psi(x)$, $w=\psi'(x)$ in (a) and integrate. Continuity makes both terms on the right integrable (`h1`, `h2`), so the integral splits.

```lean
/-- For nonzero stiffness and a C¹ order parameter, the gradient energy is `k` times the integral of
`|ψ' + i q ψ|²`, with `q` the wave number, minus `s² / (4k)` times the integrated squared amplitude.
-/
theorem energy_identity {k L : ℝ} (hk : k ≠ 0) (hL : 0 < L) (s : ℝ) {ψ : ℝ → ℂ}
    (hψ : ContDiffOn ℝ 1 ψ (Icc 0 L)) :
    gradientEnergy k s L ψ =
      k * (∫ x in (0 : ℝ)..L, ‖grad L ψ x + Complex.I * (waveNumber k s : ℂ) * ψ x‖ ^ 2)
        - s ^ 2 / (4 * k) * amplitude L ψ := by
  have h1 := ((continuousOn_mismatch hL (waveNumber k s) hψ).intervalIntegrable_of_Icc
    (μ := MeasureTheory.volume) hL.le).const_mul k
  have h2 := ((hψ.continuousOn.norm.pow 2).intervalIntegrable_of_Icc
    (μ := MeasureTheory.volume) hL.le).const_mul (s ^ 2 / (4 * k))
  unfold gradientEnergy amplitude
  rw [← intervalIntegral.integral_const_mul, ← intervalIntegral.integral_const_mul]
  refine Eq.trans ?_ (intervalIntegral.integral_sub h1 h2)
  exact intervalIntegral.integral_congr (fun x _ => complete_square hk s (ψ x) (grad L ψ x))
```

## (d) The lower bound

For $k>0$, show that $E\ge-\dfrac{s^2}{4k}A$.

The first term in (c) is nonnegative. For negative stiffness the bound can fail: $k=-1$, $s=0$, $L=1$, $\psi(x)=x$ give $E=-1$, while the right side is $0$.

```lean
/-- For positive stiffness, the gradient energy of a C¹ order parameter is at least
`-s² / (4k)` times its integrated squared amplitude. -/
theorem energy_lower_bound {k L : ℝ} (hk : 0 < k) (hL : 0 < L) (s : ℝ) {ψ : ℝ → ℂ}
    (hψ : ContDiffOn ℝ 1 ψ (Icc 0 L)) :
    -(s ^ 2 / (4 * k)) * amplitude L ψ ≤ gradientEnergy k s L ψ := by
  rw [energy_identity hk.ne' hL s hψ]
  have h : 0 ≤ ∫ x in (0 : ℝ)..L,
      ‖grad L ψ x + Complex.I * (waveNumber k s : ℂ) * ψ x‖ ^ 2 :=
    intervalIntegral.integral_nonneg hL.le (fun _ _ => sq_nonneg _)
  linarith [mul_nonneg hk.le h]
```

## (e) Differentiating a phase factor

For complex $a$ and real $x$, show that $\frac{d}{dx}e^{ax}=a\,e^{ax}$.

This is the chain rule, with $ax$ having derivative $a$.

```lean
theorem hasDerivAt_phase (a : ℂ) (x : ℝ) :
    HasDerivAt (fun y : ℝ => Complex.exp (a * (y : ℂ))) (a * Complex.exp (a * (x : ℂ))) x := by
  have h : HasDerivAt (fun y : ℝ => a * (y : ℂ)) a x := by
    simpa using (HasDerivAt.ofReal_comp (hasDerivAt_id' x)).const_mul a
  exact h.cexp.congr_deriv (mul_comm _ _)
```

## (f) Zero mismatch means a spiral

Show that $\psi'+iq\psi=0$ on $[0,L]$ if and only if $\psi(x)=Ce^{-iqx}$ there for some complex $C$.

If the equation holds, then
$$(e^{iqx}\psi)'=e^{iqx}(\psi'+iq\psi)=0,$$
so $e^{iqx}\psi(x)=\psi(0)$ and $C=\psi(0)$. The converse follows by differentiation. In Lean, `hd` is the zero derivative, `hc` the constancy, and `he` cancels the phases.

```lean
/-- A C¹ order parameter satisfies `ψ' + i q ψ = 0` on the sample, with `q` the wave number,
exactly when it is a spiral there. -/
theorem mismatch_zero_iff {L : ℝ} (hL : 0 < L) (k s : ℝ) {ψ : ℝ → ℂ}
    (hψ : ContDiffOn ℝ 1 ψ (Icc 0 L)) :
    (∀ x ∈ Icc 0 L, grad L ψ x + Complex.I * (waveNumber k s : ℂ) * ψ x = 0) ↔
      ∃ C : ℂ, ∀ x ∈ Icc 0 L, ψ x = spiral k s C x := by
  constructor
  · intro h
    -- unwinding the phase leaves a function with zero derivative
    have hd : ∀ x ∈ Icc 0 L, HasDerivWithinAt
        (fun y : ℝ => Complex.exp (Complex.I * (waveNumber k s : ℂ) * (y : ℂ)) * ψ y)
        0 (Icc 0 L) x := by
      intro x hx
      have hp : HasDerivWithinAt ψ (grad L ψ x) (Icc 0 L) x :=
        (hψ.differentiableOn (by norm_num) x hx).hasDerivWithinAt
      refine ((hasDerivAt_phase _ x).hasDerivWithinAt.mul hp).congr_deriv ?_
      linear_combination
        Complex.exp (Complex.I * (waveNumber k s : ℂ) * (x : ℂ)) * h x hx
    refine ⟨ψ 0, fun x hx => ?_⟩
    have hc := constant_of_derivWithin_zero
      (fun y hy => (hd y hy).differentiableWithinAt)
      (fun y hy => (hd y (Ico_subset_Icc_self hy)).derivWithin
        (uniqueDiffOn_Icc hL y (Ico_subset_Icc_self hy))) x hx
    simp only [Complex.ofReal_zero, mul_zero, Complex.exp_zero, one_mul] at hc
    have he : Complex.exp (Complex.I * (waveNumber k s : ℂ) * (x : ℂ)) *
        Complex.exp (-(Complex.I * (waveNumber k s : ℂ)) * (x : ℂ)) = 1 := by
      rw [← Complex.exp_add, neg_mul, add_neg_cancel, Complex.exp_zero]
    unfold spiral
    linear_combination
      Complex.exp (-(Complex.I * (waveNumber k s : ℂ)) * (x : ℂ)) * hc - ψ x * he
  · rintro ⟨C, hC⟩ x hx
    have hd := (((hasDerivAt_phase (-(Complex.I * (waveNumber k s : ℂ))) x).const_mul
      C).hasDerivWithinAt (s := Icc 0 L)).congr hC (hC x hx)
    have hg : grad L ψ x = _ := hd.derivWithin (uniqueDiffOn_Icc hL x hx)
    rw [hg, hC x hx]
    unfold spiral
    ring
```

## (g) When the bound is attained

For $k>0$, show that
$$E=-\frac{s^2}{4k}A\iff\exists C\in\mathbb C:\ \psi(x)=Ce^{-isx/(2k)}\text{ on }[0,L].$$

By (c), equality means $\int_0^L|\psi'+iq\psi|^2dx=0$. A nonzero mismatch at one point would, by continuity, make this integral positive (`hpos`). So the mismatch vanishes throughout, and (f) applies. Conversely, a spiral has zero mismatch.

Take $k=1$, $s=2$, $L=1$. The spiral $e^{-ix}$ has $A=1$ and $E=1-2=-1$, which is the bound. The constant $1$ has $E=0$, and the opposite twist $e^{ix}$ has $E=3$.

```lean
/-- For positive stiffness, a C¹ order parameter attains the lower bound on the gradient energy
exactly when it is a spiral `C exp(-i s x / (2k))` on the sample. -/
theorem energy_eq_bound_iff {k L : ℝ} (hk : 0 < k) (hL : 0 < L) (s : ℝ) {ψ : ℝ → ℂ}
    (hψ : ContDiffOn ℝ 1 ψ (Icc 0 L)) :
    gradientEnergy k s L ψ = -(s ^ 2 / (4 * k)) * amplitude L ψ ↔
      ∃ C : ℂ, ∀ x ∈ Icc 0 L, ψ x = spiral k s C x := by
  rw [energy_identity hk.ne' hL s hψ, ← mismatch_zero_iff hL k s hψ]
  constructor
  · intro h x hx
    by_contra hne
    -- a mismatch at one point costs energy, by continuity
    have hpos : 0 < ∫ x in (0 : ℝ)..L,
        ‖grad L ψ x + Complex.I * (waveNumber k s : ℂ) * ψ x‖ ^ 2 :=
      intervalIntegral.integral_pos hL (continuousOn_mismatch hL _ hψ)
        (fun _ _ => sq_nonneg _) ⟨x, hx, pow_pos (norm_pos_iff.2 hne) 2⟩
    linarith [mul_pos hk hpos]
  · intro h
    have h0 : (∫ x in (0 : ℝ)..L,
        ‖grad L ψ x + Complex.I * (waveNumber k s : ℂ) * ψ x‖ ^ 2) =
        ∫ _x in (0 : ℝ)..L, (0 : ℝ) := by
      refine intervalIntegral.integral_congr (fun x hx => ?_)
      rw [uIcc_of_le hL.le] at hx
      simp [h x hx]
    rw [h0, intervalIntegral.integral_zero]
    ring
```

## (h) Smoothness of the spiral

Show that $x\mapsto Ce^{-iqx}$ is $C^1$ on $\mathbb R$.

It is a constant times the exponential of a linear function.

```lean
theorem contDiff_spiral (k s : ℝ) (C : ℂ) : ContDiff ℝ 1 (spiral k s C) :=
  contDiff_const.mul ((contDiff_const.mul Complex.ofRealCLM.contDiff).cexp)
```

## (i) Stability of the disordered phase

Add $r|\psi|^2$ to the energy density, where the real coefficient $r$ is the cost of uniform order. For $k>0$, show that
$$E+rA\ge0\ \text{ for all }\psi\in C^1[0,L]\iff r\ge\frac{s^2}{4k}.$$

The spiral with $C=1$ has $A=L$ and total energy $(r-s^2/(4k))L$, which forces the condition. Conversely, (d) gives $E+rA\ge(r-s^2/(4k))A\ge0$. In this quadratic model with $s\ne0$, the state $\psi=0$ thus loses stability while $r$ is still positive.

```lean
/-- For positive stiffness, adding `r |ψ|²` to the energy density makes the total energy
nonnegative for every C¹ order parameter exactly when `r ≥ s² / (4k)`. -/
theorem stability_threshold {k L : ℝ} (hk : 0 < k) (hL : 0 < L) (s r : ℝ) :
    (∀ ψ : ℝ → ℂ, ContDiffOn ℝ 1 ψ (Icc 0 L) →
      0 ≤ gradientEnergy k s L ψ + r * amplitude L ψ) ↔ s ^ 2 / (4 * k) ≤ r := by
  constructor
  · intro h
    -- test with the spiral with `C = 1`
    have hc := (contDiff_spiral k s 1).contDiffOn (s := Icc 0 L)
    have hE := (energy_eq_bound_iff hk hL s hc).2 ⟨1, fun _ _ => rfl⟩
    have hn : ∀ x, ‖spiral k s 1 x‖ = 1 := fun x => by
      simp [spiral, Complex.norm_exp]
    have hA : amplitude L (spiral k s 1) = L := by simp [amplitude, hn]
    have h1 := h _ hc
    rw [hE, hA] at h1
    by_contra hr
    nlinarith [mul_pos (sub_pos.2 (not_le.1 hr)) hL]
  · intro hr ψ hψ
    have hA : 0 ≤ amplitude L ψ :=
      intervalIntegral.integral_nonneg hL.le (fun _ _ => sq_nonneg _)
    nlinarith [energy_lower_bound hk hL s hψ, mul_nonneg (sub_nonneg.2 hr) hA]
```

## (j) Spirals in a periodic cell

For $k\ne0$ and $C\ne0$, show that the spiral takes equal values at $0$ and $L$ if and only if $sL=4\pi kn$ for some integer $n$.

Cancelling $C$ leaves $e^{-iqL}=1$, that is, $qL=2\pi n$; multiply by $2k$. Lean uses `Complex.exp_eq_one_iff`, whose integer is $-n$ here. For simulations of this one-dimensional model in a periodic cell, these are the lengths that fit the spiral.

```lean
/-- For nonzero stiffness, a spiral with `C ≠ 0` takes equal values at `0` and `L` exactly when
`s L = 4 π k n` for an integer `n`. -/
theorem spiral_periodic_iff {k : ℝ} (hk : k ≠ 0) (s L : ℝ) {C : ℂ} (hC : C ≠ 0) :
    spiral k s C L = spiral k s C 0 ↔ ∃ n : ℤ, s * L = 4 * Real.pi * k * n := by
  have hq : s = 2 * k * waveNumber k s := by
    unfold waveNumber
    field_simp
  constructor
  · intro h
    have h1 : Complex.exp (-(Complex.I * (waveNumber k s : ℂ)) * (L : ℂ)) = 1 := by
      apply mul_left_cancel₀ hC
      simpa only [spiral, Complex.ofReal_zero, mul_zero, Complex.exp_zero] using h
    obtain ⟨n, hn⟩ := Complex.exp_eq_one_iff.1 h1
    have him := congrArg Complex.im hn
    simp at him
    refine ⟨-n, ?_⟩
    push_cast
    linear_combination L * hq - 2 * k * him
  · rintro ⟨n, hn⟩
    have hr : waveNumber k s * L = 2 * Real.pi * n :=
      mul_left_cancel₀ (mul_ne_zero two_ne_zero hk) (by linear_combination hn - L * hq)
    have hc : (waveNumber k s : ℂ) * (L : ℂ) = 2 * (Real.pi : ℂ) * (n : ℂ) := by
      exact_mod_cast hr
    have h1 : Complex.exp (-(Complex.I * (waveNumber k s : ℂ)) * (L : ℂ)) = 1 := by
      refine Complex.exp_eq_one_iff.2 ⟨-n, ?_⟩
      push_cast
      linear_combination -Complex.I * hc
    simp only [spiral, h1, Complex.ofReal_zero, mul_zero, Complex.exp_zero]

end

end LifshitzInvariant
```

```lean
#print axioms LifshitzInvariant.energy_lower_bound
#print axioms LifshitzInvariant.stability_threshold
#print axioms LifshitzInvariant.spiral_periodic_iff
```

```
'LifshitzInvariant.energy_lower_bound' depends on axioms: [propext, Classical.choice, Quot.sound]
'LifshitzInvariant.stability_threshold' depends on axioms: [propext, Classical.choice, Quot.sound]
'LifshitzInvariant.spiral_periodic_iff' depends on axioms: [propext, Classical.choice, Quot.sound]
```
